# Negative pivots of $H-\mu = L\,\mathrm{diag}(d)\,L^T$ with invertible $L$ count the levels of a real symmetric $H$ below $\mu$

**Q.** A purification that takes the chemical potential $\mu$ as input converges to the wrong electron number when $\mu$ lies in the wrong gap. I could count the levels $e_i<\mu$ of the Hamiltonian matrix $H$ by diagonalizing it, which is the cost I want to avoid. A factorization $H-\mu = L\,\mathrm{diag}(d)\,L^T$ yields pivots $d_i$, but these are in general not the numbers $e_i-\mu$. Why trust their signs?

**A.** For invertible $L$ the numbers of negative, zero and positive entries agree, although the values generally differ. For non-interacting electrons or a fixed mean field, in a finite real orthonormal basis at zero temperature (an overlap matrix is treated below), the negative pivots therefore count the occupied levels at each trial $\mu$ that is not itself a level.

```lean
import Mathlib

open Matrix Finset

namespace InertiaLevelCount

noncomputable section

variable {n m : Type*} [Fintype n] [DecidableEq n] [Fintype m] [DecidableEq m]

/-- Number of entries of the list `e` (levels or pivots) strictly below `μ`. -/
def countBelow (e : n → ℝ) (μ : ℝ) : ℕ := (univ.filter fun i => e i < μ).card

/-- Number of entries of the list `e` equal to `μ`. -/
def countAt (e : n → ℝ) (μ : ℝ) : ℕ := (univ.filter fun i => e i = μ).card

/-- Number of entries of the list `e` strictly above `μ`. -/
def countAbove (e : n → ℝ) (μ : ℝ) : ℕ := (univ.filter fun i => μ < e i).card
```

**Q.** These count entries of a list. Where is the spectrum?

**A.** The finite types `n` and `m` label rows and columns, and `e : n → ℝ` lists levels with multiplicity, in any order. It becomes the spectrum through the hypothesis $H=U\,\mathrm{diag}(e)\,U^T$ with $U$ orthogonal. Write $N_-(a)$ for `countBelow a 0`, the number of negative entries of a list $a$. For a real matrix $M$, a list $b$, a vector $x$ and $y=M^Tx$,
$$x^TM\,\mathrm{diag}(b)\,M^Tx=y^T\mathrm{diag}(b)\,y=\sum_j b_jy_j^2 .$$

```lean
omit [DecidableEq n] in
/-- The quadratic form of `M diag(b) Mᵀ` at `x` is the `b`-weighted sum of squares of the components
of `Mᵀ x`. -/
theorem form_congruence (M : Matrix n m ℝ) (b : m → ℝ) (x : n → ℝ) :
    x ⬝ᵥ (M * diagonal b * Mᵀ) *ᵥ x = ∑ j, b j * (Mᵀ *ᵥ x) j ^ 2 := by
  rw [← mulVec_mulVec, ← mulVec_mulVec, dotProduct_mulVec, ← mulVec_transpose]
  generalize Mᵀ *ᵥ x = y
  simp only [dotProduct, mulVec_diagonal]
  exact Finset.sum_congr rfl fun j _ => by ring
```

**Q.** How does an identity between sums become a count?

**A.** Let $\mathrm{diag}(a)=M\,\mathrm{diag}(b)\,M^T$, with $M$ possibly rectangular. Define the linear map $\Phi$ that sends $x$ to the components $x_i$ with $a_i\ge0$ together with the components $y_j$ with $b_j<0$. Suppose $\Phi x=0$. Every term of $\sum_i a_ix_i^2$ is then $\le0$ (`hle`), and $\sum_j b_jy_j^2\ge0$ (`hge`). The sums are equal (`q`), so both vanish (`hz`). A vanishing sum of nonpositive terms has only zero terms, so $x_i=0$ also where $a_i<0$. Hence $\Phi$ is injective, and with $|n|$ the dimension,
$$|n|\le\bigl(|n|-N_-(a)\bigr)+N_-(b),\qquad\text{so}\qquad N_-(a)\le N_-(b).$$

```lean
/-- If `diag(a) = M diag(b) Mᵀ` for any real, possibly rectangular `M`, then `a` has at most
as many negative entries as `b`. -/
theorem countBelow_le_of_diagonal (a : n → ℝ) (b : m → ℝ) (M : Matrix n m ℝ)
    (h : diagonal a = M * diagonal b * Mᵀ) : countBelow a 0 ≤ countBelow b 0 := by
  -- record `x` where `a ≥ 0` and `Mᵀ x` where `b < 0`
  let Φ : (n → ℝ) →ₗ[ℝ] ({i // ¬ a i < 0} → ℝ) × ({j // b j < 0} → ℝ) :=
    LinearMap.prod (LinearMap.funLeft ℝ ℝ Subtype.val)
      ((LinearMap.funLeft ℝ ℝ Subtype.val) ∘ₗ (Mᵀ).mulVecLin)
  have hinj : Function.Injective Φ := by
    refine (injective_iff_map_eq_zero Φ).mpr fun x hx => ?_
    have h1 : ∀ i, ¬ a i < 0 → x i = 0 := fun i hi =>
      congrFun (congrArg Prod.fst hx) ⟨i, hi⟩
    have h2 : ∀ j, b j < 0 → (Mᵀ *ᵥ x) j = 0 := fun j hj =>
      congrFun (congrArg Prod.snd hx) ⟨j, hj⟩
    have q : ∑ i, a i * x i ^ 2 = ∑ j, b j * (Mᵀ *ᵥ x) j ^ 2 := by
      rw [← form_congruence, ← h]
      simp only [dotProduct, mulVec_diagonal]
      exact Finset.sum_congr rfl fun j _ => by ring
    -- on the kernel the form is both nonpositive and nonnegative
    have hle : ∀ i ∈ (univ : Finset n), a i * x i ^ 2 ≤ 0 := by
      intro i _
      by_cases hi : a i < 0
      · nlinarith [sq_nonneg (x i)]
      · simp [h1 i hi]
    have hge : 0 ≤ ∑ j, b j * (Mᵀ *ᵥ x) j ^ 2 := by
      refine Finset.sum_nonneg fun j _ => ?_
      by_cases hj : b j < 0
      · simp [h2 j hj]
      · exact mul_nonneg (not_lt.mp hj) (sq_nonneg _)
    have hz : ∑ i, a i * x i ^ 2 = 0 := le_antisymm (Finset.sum_nonpos hle) (q ▸ hge)
    funext i
    by_cases hi : a i < 0
    · have h0 := (Finset.sum_eq_zero_iff_of_nonpos hle).mp hz i (mem_univ i)
      rcases mul_eq_zero.mp h0 with h3 | h3
      · exact absurd h3 hi.ne
      · simpa using h3
    · exact h1 i hi
  -- count dimensions
  have hd := LinearMap.finrank_le_finrank_of_injective hinj
  simp only [Module.finrank_prod, Module.finrank_fintype_fun_eq_card] at hd
  have hc : Fintype.card {i // ¬ a i < 0} = Fintype.card n - Fintype.card {i // a i < 0} :=
    Fintype.card_subtype_compl _
  have hl : Fintype.card {i // a i < 0} ≤ Fintype.card n := Fintype.card_subtype_le _
  have ha : countBelow a 0 = Fintype.card {i // a i < 0} := (Fintype.card_subtype _).symm
  have hb : countBelow b 0 = Fintype.card {j // b j < 0} := (Fintype.card_subtype _).symm
  omega
```

**Q.** What carries the dimension step in Lean?

**A.** `LinearMap.finrank_le_finrank_of_injective`: an injective linear map into a finite-dimensional space bounds the source dimension by the target dimension. The target is built from functions on subtypes such as `{j // b j < 0}`, the indices with $b_j<0$. `LinearMap.funLeft ℝ ℝ Subtype.val` restricts a vector to such indices, and `LinearMap.prod` pairs the two restrictions. A function space has dimension equal to its number of indices and a product adds dimensions, so `hd` turns into an inequality between counts, which `omega` finishes. No subspace intersection or basis is constructed.

**Q.** My matrix is not diagonal.

**A.** If $P\,\mathrm{diag}(a)\,P^T=Q\,\mathrm{diag}(b)\,Q^T$ with $P$ invertible, multiply by $P^{-1}$ on the left and its transpose on the right, and take $M=P^{-1}Q$. The `calc` block does this. The next lemma says that the three counts add up to $|n|$.

```lean
/-- If `P diag(a) Pᵀ = Q diag(b) Qᵀ` with `P` invertible and `Q` arbitrary, then `a` has at
most as many negative entries as `b`. -/
theorem countBelow_le_of_congruent (a : n → ℝ) (b : m → ℝ) (P : Matrix n n ℝ)
    (Q : Matrix n m ℝ) (hP : P.det ≠ 0) (h : P * diagonal a * Pᵀ = Q * diagonal b * Qᵀ) :
    countBelow a 0 ≤ countBelow b 0 := by
  have h1 : P⁻¹ * P = 1 := nonsing_inv_mul P (isUnit_iff_ne_zero.mpr hP)
  have h2 : Pᵀ * P⁻¹ᵀ = 1 := by rw [← transpose_mul, h1, transpose_one]
  refine countBelow_le_of_diagonal a b (P⁻¹ * Q) ?_
  calc diagonal a = (P⁻¹ * P) * diagonal a * (Pᵀ * P⁻¹ᵀ) := by rw [h1, h2]; simp
    _ = P⁻¹ * (P * diagonal a * Pᵀ) * P⁻¹ᵀ := by simp only [Matrix.mul_assoc]
    _ = _ := by rw [h]; simp only [transpose_mul, Matrix.mul_assoc]

omit [DecidableEq n] in
/-- The levels below, at and above `μ` add up to the dimension. -/
theorem count_total (e : n → ℝ) (μ : ℝ) :
    countBelow e μ + countAt e μ + countAbove e μ = Fintype.card n := by
  have hc : Fintype.card n = ∑ _i : n, 1 := by simp
  simp only [countBelow, countAt, countAbove, card_filter, ← sum_add_distrib]
  rw [hc]
  refine Finset.sum_congr rfl fun i _ => ?_
  rcases lt_trichotomy (e i) μ with h | h | h
  · simp [h, h.ne, lt_asymm h]
  · simp [h]
  · simp [h, h.ne', lt_asymm h]
```

With $Q$ also invertible, the inequality holds both ways (`hneg`). Negating $a$ and $b$ gives the positive counts (`hpos`), and the total fixes the zeros. This is Sylvester's law of inertia for two given diagonal forms of one matrix.

```lean
/-- Sylvester's law of inertia: if `P diag(a) Pᵀ = Q diag(b) Qᵀ` with `P`, `Q` invertible,
then `a` and `b` have equally many negative, zero and positive entries. -/
theorem sylvester_inertia (a b : n → ℝ) (P Q : Matrix n n ℝ) (hP : P.det ≠ 0)
    (hQ : Q.det ≠ 0) (h : P * diagonal a * Pᵀ = Q * diagonal b * Qᵀ) :
    countBelow a 0 = countBelow b 0 ∧ countAt a 0 = countAt b 0 ∧
      countAbove a 0 = countAbove b 0 := by
  have hneg := le_antisymm (countBelow_le_of_congruent a b P Q hP h)
    (countBelow_le_of_congruent b a Q P hQ h.symm)
  -- positive entries are the negative entries of the negated form
  have h' : P * diagonal (fun i => -a i) * Pᵀ = Q * diagonal (fun i => -b i) * Qᵀ := by
    rw [← diagonal_neg, ← diagonal_neg]
    simp only [Matrix.mul_neg, Matrix.neg_mul, h]
  have hpos : countAbove a 0 = countAbove b 0 := by
    simpa [countBelow, countAbove] using
      le_antisymm (countBelow_le_of_congruent _ _ P Q hP h')
        (countBelow_le_of_congruent _ _ Q P hQ h'.symm)
  have ta := count_total a 0
  have tb := count_total b 0
  exact ⟨hneg, by omega, hpos⟩
```

**Q.** And the Hamiltonian?

**A.** From $UU^T=1$ follow $\det U\ne0$ (`hdet`) and
$$H-\mu=U\,\mathrm{diag}(e)\,U^T-\mu\,UU^T=U\,\mathrm{diag}(e-\mu)\,U^T ,$$
which is `hs` once `hF` is inserted. Apply the law with $P=U$, $Q=L$, and note $e_i-\mu<0 \Leftrightarrow e_i<\mu$.

```lean
/-- If `H = U diag(e) Uᵀ` with `U` orthogonal and `H - μ = L diag(d) Lᵀ` with `L` invertible,
the levels below, at and above `μ` are as many as the negative, zero and positive pivots. -/
theorem levels_eq_pivots (H U L : Matrix n n ℝ) (e d : n → ℝ) (μ : ℝ)
    (hU : U * Uᵀ = 1) (hH : H = U * diagonal e * Uᵀ) (hL : L.det ≠ 0)
    (hF : H - μ • (1 : Matrix n n ℝ) = L * diagonal d * Lᵀ) :
    countBelow e μ = countBelow d 0 ∧ countAt e μ = countAt d 0 ∧
      countAbove e μ = countAbove d 0 := by
  have hdet : U.det ≠ 0 := by
    intro h0
    have := congrArg det hU
    rw [det_mul, h0] at this
    simp at this
  have hD : diagonal (fun i => e i - μ) = diagonal e - μ • (1 : Matrix n n ℝ) := by
    ext i j
    by_cases hij : i = j <;> simp [hij]
  -- the shifted Hamiltonian has levels `e - μ`
  have hs : U * diagonal (fun i => e i - μ) * Uᵀ = L * diagonal d * Lᵀ := by
    rw [hD, ← hF, hH, Matrix.mul_sub, Matrix.sub_mul, Matrix.mul_smul, Matrix.smul_mul,
      Matrix.mul_one, hU]
  simpa [countBelow, countAt, countAbove, sub_eq_zero] using
    sylvester_inertia _ d U L hdet hL hs
```

**Q.** I see no symmetry hypothesis, and no triangular $L$.

**A.** `hH` makes $H$ symmetric, and `hL` asks only $\det L\ne0$, which includes unit triangular factors with permuted rows. Both decompositions are assumed: the theorem constructs neither and bounds no cost. Complex Hermitian matrices, $2\times2$ pivot blocks and rounding errors are not treated. The counts refer to levels, with no spin factor, and a level exactly at $\mu$ goes to `countAt` and matches a zero pivot.

**Q.** Atomic orbitals are not orthogonal.

**A.** Let $S$ be the overlap matrix and $C$ the matrix of orbital coefficients, with $HC=SC\,\mathrm{diag}(e)$ and the normalization $C^TSC=1$. Then $C^THC=\mathrm{diag}(e)$ (`he`), and for $H-\mu S=L\,\mathrm{diag}(d)\,L^T$,
$$\mathrm{diag}(e-\mu)=C^T(H-\mu S)C=(C^TL)\,\mathrm{diag}(d)\,(C^TL)^T .$$
The law applies with $P=1$ and $Q=C^TL$, invertible by `hQ`.

```lean
/-- Non-orthogonal basis: if `H C = S C diag(e)`, `Cᵀ S C = 1` and `H - μ S = L diag(d) Lᵀ`
with `L` invertible, the levels below, at and above `μ` are as many as the negative, zero and
positive pivots. -/
theorem levels_eq_pivots_overlap (H S C L : Matrix n n ℝ) (e d : n → ℝ) (μ : ℝ)
    (hC : Cᵀ * S * C = 1) (hH : H * C = S * C * diagonal e) (hL : L.det ≠ 0)
    (hF : H - μ • S = L * diagonal d * Lᵀ) :
    countBelow e μ = countBelow d 0 ∧ countAt e μ = countAt d 0 ∧
      countAbove e μ = countAbove d 0 := by
  have hdet : C.det ≠ 0 := by
    intro h0
    have := congrArg det hC
    rw [det_mul, h0] at this
    simp at this
  have hQ : (Cᵀ * L).det ≠ 0 := by
    rw [det_mul, det_transpose]
    exact mul_ne_zero hdet hL
  have hD : diagonal (fun i => e i - μ) = diagonal e - μ • (1 : Matrix n n ℝ) := by
    ext i j
    by_cases hij : i = j <;> simp [hij]
  have he : Cᵀ * H * C = diagonal e := by
    calc Cᵀ * H * C = Cᵀ * (H * C) := Matrix.mul_assoc _ _ _
      _ = (Cᵀ * S * C) * diagonal e := by rw [hH]; simp only [Matrix.mul_assoc]
      _ = diagonal e := by rw [hC, Matrix.one_mul]
  have hs : (1 : Matrix n n ℝ) * diagonal (fun i => e i - μ) * 1ᵀ
      = (Cᵀ * L) * diagonal d * (Cᵀ * L)ᵀ := by
    calc (1 : Matrix n n ℝ) * diagonal (fun i => e i - μ) * 1ᵀ
        = Cᵀ * (H - μ • S) * C := by
          rw [transpose_one, Matrix.one_mul, Matrix.mul_one, hD, Matrix.mul_sub,
            Matrix.sub_mul, Matrix.mul_smul, Matrix.smul_mul, he, hC]
      _ = _ := by
          rw [hF]; simp only [transpose_mul, transpose_transpose, Matrix.mul_assoc]
  simpa [countBelow, countAt, countAbove, sub_eq_zero] using
    sylvester_inertia _ d 1 (Cᵀ * L) (by simp) hQ hs
```

**Q.** Can I tell whether an interval lies in a gap?

**A.** In the orthogonal case, factorize at shifts $\mu_1\le\mu_2$ with invertible factors and lists of pivots $d_1,d_2$. A level below $\mu_2$ lies either below $\mu_1$ or in $[\mu_1,\mu_2)$, so the number in that window plus $N_-(d_1)$ equals $N_-(d_2)$. Equal numbers of negative pivots mean an empty window. It lies between two levels if this number is neither $0$ nor $|n|$, and otherwise above or below all of them.

```lean
/-- With factorizations at two shifts `μ₁ ≤ μ₂`, the levels in `[μ₁, μ₂)` plus the negative
pivots at `μ₁` are as many as the negative pivots at `μ₂`. -/
theorem levels_in_window (H U L₁ L₂ : Matrix n n ℝ) (e d₁ d₂ : n → ℝ) (μ₁ μ₂ : ℝ)
    (hμ : μ₁ ≤ μ₂) (hU : U * Uᵀ = 1) (hH : H = U * diagonal e * Uᵀ)
    (hL₁ : L₁.det ≠ 0) (hF₁ : H - μ₁ • (1 : Matrix n n ℝ) = L₁ * diagonal d₁ * L₁ᵀ)
    (hL₂ : L₂.det ≠ 0) (hF₂ : H - μ₂ • (1 : Matrix n n ℝ) = L₂ * diagonal d₂ * L₂ᵀ) :
    (univ.filter fun i => μ₁ ≤ e i ∧ e i < μ₂).card + countBelow d₁ 0 = countBelow d₂ 0 := by
  rw [← (levels_eq_pivots H U L₁ e d₁ μ₁ hU hH hL₁ hF₁).1,
    ← (levels_eq_pivots H U L₂ e d₂ μ₂ hU hH hL₂ hF₂).1]
  simp only [countBelow, card_filter, ← sum_add_distrib]
  refine Finset.sum_congr rfl fun i _ => ?_
  by_cases h : e i < μ₁
  · simp [h, not_le.mpr h, lt_of_lt_of_le h hμ]
  · simp [h, not_lt.mp h]
```

**Q.** Show me numbers.

**A.** The matrix `exH` has levels $e_0=0$, $e_1=25$, with the columns $(3/5,4/5)$ and $(-4/5,3/5)$ of `exU` as normalized eigenvectors. At $\mu=4$ the shifted levels are $-4,21$ and the pivots are $12,-7$: one negative entry each.

```lean
/-- A two-level Hamiltonian with off-diagonal coupling. -/
def exH : Matrix (Fin 2) (Fin 2) ℝ := !![16, -12; -12, 9]

/-- The plane rotation with cosine `3/5` and sine `4/5`. -/
def exU : Matrix (Fin 2) (Fin 2) ℝ := !![3 / 5, -4 / 5; 4 / 5, 3 / 5]

/-- `exU` is orthogonal and diagonalizes `exH` with levels `0, 25`; at `μ = 4` a unit lower
triangular factor gives pivots `12, -7`: one level below `μ` and one negative pivot. -/
theorem levels_eq_pivots_witness :
    exU * exUᵀ = 1 ∧ exH = exU * diagonal ![0, 25] * exUᵀ ∧
      (!![1, 0; -1, 1] : Matrix (Fin 2) (Fin 2) ℝ).det ≠ 0 ∧
      exH - (4 : ℝ) • (1 : Matrix (Fin 2) (Fin 2) ℝ)
        = !![1, 0; -1, 1] * diagonal ![12, -7] * !![1, 0; -1, 1]ᵀ ∧
      countBelow ![0, 25] 4 = 1 ∧ countBelow ![12, -7] 0 = 1 := by
  refine ⟨?_, ?_, by simp [det_fin_two], ?_, ?_, ?_⟩
  · ext i j; fin_cases i <;> fin_cases j <;>
      simp [exU, Matrix.mul_apply, Fin.sum_univ_two] <;> norm_num
  · ext i j; fin_cases i <;> fin_cases j <;>
      simp [exH, exU, Matrix.mul_apply, Fin.sum_univ_two, Matrix.vecMul_diagonal] <;>
      norm_num [Matrix.vecMul_diagonal]
  · ext i j; fin_cases i <;> fin_cases j <;>
      simp [exH, Matrix.mul_apply, Fin.sum_univ_two, Matrix.vecMul_diagonal] <;>
      norm_num [Matrix.vecMul_diagonal]
  · rw [countBelow, card_filter, Fin.sum_univ_two]; norm_num
  · rw [countBelow, card_filter, Fin.sum_univ_two]; norm_num
```

**Q.** Is `hL` a technicality?

**A.** No. At $\mu=0$ take $L$ with columns $(4,-3)$ and $(0,0)$, and $d=(1,-1)$. The product reproduces `exH`, because the zero column hides the second pivot, $-1$. One pivot is negative, and no level lies below $0$. Since $\det(H-\mu)=(\det L)^2\prod_i d_i$, a singular $L$ can occur only when $\mu$ is itself a level, as it is here. For singular $L$, `countBelow_le_of_congruent` still bounds the negative entries of $e-\mu$ from above by $N_-(d)$.

```lean
/-- At `μ = 0` the matrix `exH` has a factorization with a singular factor and one negative
pivot, while none of `0, 25` lies below `0`. -/
theorem singular_factor_overcounts :
    (!![4, 0; -3, 0] : Matrix (Fin 2) (Fin 2) ℝ).det = 0 ∧
      exH - (0 : ℝ) • (1 : Matrix (Fin 2) (Fin 2) ℝ)
        = !![4, 0; -3, 0] * diagonal ![1, -1] * !![4, 0; -3, 0]ᵀ ∧
      countBelow ![0, 25] 0 = 0 ∧ countBelow ![1, -1] 0 = 1 := by
  refine ⟨by simp [det_fin_two], ?_, ?_, ?_⟩
  · ext i j; fin_cases i <;> fin_cases j <;>
      simp [exH, Matrix.mul_apply, Fin.sum_univ_two, Matrix.vecMul_diagonal] <;>
      norm_num [Matrix.vecMul_diagonal]
  · rw [countBelow, card_filter, Fin.sum_univ_two]; norm_num
  · rw [countBelow, card_filter, Fin.sum_univ_two]; norm_num

end

end InertiaLevelCount
```

```lean
#print axioms InertiaLevelCount.levels_eq_pivots_overlap
#print axioms InertiaLevelCount.levels_in_window
#print axioms InertiaLevelCount.singular_factor_overcounts
```

```
'InertiaLevelCount.levels_eq_pivots_overlap' depends on axioms: [propext, Classical.choice, Quot.sound]
'InertiaLevelCount.levels_in_window' depends on axioms: [propext, Classical.choice, Quot.sound]
'InertiaLevelCount.singular_factor_overcounts' depends on axioms: [propext, Classical.choice, Quot.sound]
```
